# Spin exchange in the two-electron Hubbard dimer from (up,down): two cosines with frequencies $(\sqrt{U^2+16t^2}\mp U)/2$ for $U>0$

If I stop my simulation of the Hubbard dimer too early, I conclude that strong repulsion freezes the spins. I put an up electron on the left site and a down electron on the right, with hopping $t>0$ and $U=20t$, and run to time $2/t$ (with $\hbar=1$). The probability of (up,down) minus that of (down,up) starts at 1 and is still above 0.9, with a fast ripple of about one percent on top. Is the exchange blocked, or is it only slow? And how long would I have to run to tell?

## The exchange is slow, and $(c-U)/2$ sets the waiting time

It is only slow. Let $\psi_0,\psi_1,\psi_2,\psi_3$ be the amplitudes of (up,down), (down,up), (2,0) and (0,2), where the last two have both electrons on one site. The Schrödinger equation reads

$$i\dot\psi_0=-t(\psi_2+\psi_3),\qquad i\dot\psi_1=t(\psi_2+\psi_3),$$
$$i\dot\psi_2=t(\psi_1-\psi_0)+U\psi_2,\qquad i\dot\psi_3=t(\psi_1-\psi_0)+U\psi_3.$$

The opposite signs in the first line come from fermionic ordering. They make $\psi_0+\psi_1$ the triplet amplitude, up to normalisation. It has energy 0, so it keeps its initial value 1.

Put $D=\psi_0-\psi_1$ and $Q=\psi_2+\psi_3$. Then $i\dot D=-2tQ$ and $i\dot Q=-2tD+UQ$, so

$$i\frac{d}{ds}\big[(E-U)D-2tQ\big]=4t^2D-2tEQ.$$

This equals $E$ times the bracket if $E(E-U)=4t^2$, that is, for $E_\pm=(U\pm c)/2$ with $c=\sqrt{U^2+16t^2}$. Each bracket therefore only acquires a phase. Since $D(0)=1$ and $Q(0)=0$,

$$(E_\pm-U)D(s)-2tQ(s)=(E_\pm-U)e^{-iE_\pm s}.$$

Subtracting the two equations removes $Q$, and division by $E_+-E_-=c$ gives

$$D(s)=\tfrac12\Big(1+\frac Uc\Big)e^{-iE_-s}+\tfrac12\Big(1-\frac Uc\Big)e^{-iE_+s}.$$

Finally $|\psi_0|^2-|\psi_1|^2=\mathrm{Re}\,[(\psi_0+\psi_1)^*(\psi_0-\psi_1)]=\mathrm{Re}\,D$, so the probability difference is

$$\tfrac12\Big(1+\frac Uc\Big)\cos\frac{(c-U)s}2+\tfrac12\Big(1-\frac Uc\Big)\cos\frac{(c+U)s}2.$$

Your ripple is the second term. The exchange is the first, with frequency $\omega=(c-U)/2=8t^2/(c+U)$, which is below $4t^2/U$ for $t\neq0$.

Two estimates give the waiting time. Write $r=U/c$ and $x=\omega s$.

- With $\cos x\ge1-x^2/2$ and the fast cosine at least $-1$, the difference is at least $r-(1+r)x^2/4$. It can reach zero only if $(1+r)x^2\ge4r$, and hence $x^2\ge2r$, because $r\le1$.
- At $x=\pi$ the difference is at most $-(1+r)/2+(1-r)/2=-r$.

For $U=20t$ the two configurations cannot become equally likely before about $7/t$. At about $15.9/t$ the difference is at most $-0.98$.

Here is the Lean file that proves the formula and these bounds.

```lean
import Mathlib

open Matrix

namespace HubbardDimerExchange

noncomputable section

/-- The two-electron Hubbard dimer with one electron of each spin, in the basis
(up,down), (down,up), (2,0), (0,2), with hopping `t` and repulsion `U`. -/
def dimerH (t U : ℝ) : Matrix (Fin 4) (Fin 4) ℂ :=
  !![0, 0, -t, -t; 0, 0, t, t; -t, t, U, 0; -t, t, 0, U]

/-- The trajectory `ψ` obeys the Schrödinger equation of the dimer, with ħ = 1. -/
def IsEvolution (t U : ℝ) (ψ : ℝ → Fin 4 → ℂ) : Prop :=
  ∀ s, HasDerivAt ψ ((-Complex.I) • (dimerH t U *ᵥ ψ s)) s

/-- The energy `c = sqrt(U^2 + 16 t^2)`. -/
def gap (t U : ℝ) : ℝ := √(U ^ 2 + 16 * t ^ 2)

/-- The phase factor `exp(-i E s)`. -/
def phase (E : ℂ) (s : ℝ) : ℂ := Complex.exp (-(Complex.I * E) * s)

/-- For a normalised state `ψ s`, the probability of (up,down) minus that of (down,up) at time `s`.
-/
def spinContrast (ψ : ℝ → Fin 4 → ℂ) (s : ℝ) : ℝ := ‖ψ s 0‖ ^ 2 - ‖ψ s 1‖ ^ 2

/-- A sum of two phase factors with energies `(U - c)/2` and `(U + c)/2` and weights
`(1 + U/c)/2` and `(1 - U/c)/2`, for `t` and `U` not both zero. -/
def singletAmplitude (t U s : ℝ) : ℂ :=
  (1 + U / gap t U) / 2 * phase ((U - gap t U) / 2) s
    + (1 - U / gap t U) / 2 * phase ((U + gap t U) / 2) s

/-- An explicit trajectory of the dimer, for `t` and `U` not both zero. -/
def dimerState (t U s : ℝ) : Fin 4 → ℂ :=
  ![(1 + singletAmplitude t U s) / 2, (1 - singletAmplitude t U s) / 2,
    t / gap t U * (phase ((U - gap t U) / 2) s - phase ((U + gap t U) / 2) s),
    t / gap t U * (phase ((U - gap t U) / 2) s - phase ((U + gap t U) / 2) s)]

private lemma gap_sq (t U : ℝ) : gap t U ^ 2 = U ^ 2 + 16 * t ^ 2 :=
  Real.sq_sqrt (by positivity)

private lemma le_gap (t : ℝ) {U : ℝ} (hU : 0 < U) : U ≤ gap t U :=
  (Real.le_sqrt' hU).2 (by nlinarith [sq_nonneg t])

private lemma phase_deriv (E : ℂ) (s : ℝ) :
    HasDerivAt (phase E) (-(Complex.I * E) * phase E s) s := by
  have h : HasDerivAt (fun y : ℝ => -(Complex.I * E) * (y : ℂ)) (-(Complex.I * E)) s :=
    ((hasDerivAt_id s).ofReal_comp.const_mul (-(Complex.I * E))).congr_deriv (by simp)
  exact h.cexp.congr_deriv (by unfold phase; ring)

private lemma dimerH_mulVec (t U : ℝ) (v : Fin 4 → ℂ) :
    dimerH t U *ᵥ v = ![-t * (v 2 + v 3), t * (v 2 + v 3),
      t * (v 1 - v 0) + U * v 2, t * (v 1 - v 0) + U * v 3] := by
  funext j
  fin_cases j <;> simp [dimerH, Matrix.mulVec, dotProduct, Fin.sum_univ_four] <;> ring

/-- If `E (E - U) = 4 t^2`, the vector `(E - U, -(E - U), -2t, -2t)` satisfies the eigenvalue
equation of the dimer Hamiltonian with energy `E`. -/
theorem singlet_mode (t U : ℝ) {E : ℂ} (h : E * (E - U) = 4 * t ^ 2) :
    dimerH t U *ᵥ ![E - U, -(E - U), -(2 * t), -(2 * t)]
      = E • ![E - U, -(E - U), -(2 * t), -(2 * t)] := by
  rw [dimerH_mulVec]
  funext j
  fin_cases j
  · change -(t : ℂ) * (-(2 * t) + -(2 * t)) = E * (E - U)
    linear_combination -h
  · change (t : ℂ) * (-(2 * t) + -(2 * t)) = E * (-(E - U))
    linear_combination h
  · change (t : ℂ) * (-(E - U) - (E - U)) + U * (-(2 * t)) = E * (-(2 * t))
    ring
  · change (t : ℂ) * (-(E - U) - (E - U)) + U * (-(2 * t)) = E * (-(2 * t))
    ring

/-- Along a Schrödinger trajectory the component sum `∑ l_i ψ_i` with an eigenvector `l`
of the Hamiltonian only acquires the phase factor of its energy. -/
theorem mode_phase {t U : ℝ} {ψ : ℝ → Fin 4 → ℂ} (hψ : IsEvolution t U ψ)
    {l : Fin 4 → ℂ} {E : ℂ} (hl : dimerH t U *ᵥ l = E • l) (s : ℝ) :
    l ⬝ᵥ ψ s = phase E s * (l ⬝ᵥ ψ 0) := by
  have hT : (dimerH t U)ᵀ = dimerH t U := by
    ext i j
    fin_cases i <;> fin_cases j <;> rfl
  have hl' : l ᵥ* dimerH t U = E • l := by rw [← Matrix.mulVec_transpose, hT, hl]
  have hd : ∀ x, HasDerivAt (fun y => l ⬝ᵥ ψ y) (-(Complex.I * E) * (l ⬝ᵥ ψ x)) x := by
    intro x
    have h1 : HasDerivAt (fun y => ∑ i, l i * ψ y i)
        (∑ i, l i * ((-Complex.I) • (dimerH t U *ᵥ ψ x)) i) x :=
      HasDerivAt.fun_sum fun i _ => ((hasDerivAt_pi.1 (hψ x)) i).const_mul (l i)
    have h2 : l ⬝ᵥ ((-Complex.I) • (dimerH t U *ᵥ ψ x))
        = -(Complex.I * E) * (l ⬝ᵥ ψ x) := by
      rw [dotProduct_smul, Matrix.dotProduct_mulVec, hl', smul_dotProduct,
        smul_eq_mul, smul_eq_mul]
      ring
    exact h1.congr_deriv h2
  -- undoing the phase leaves a constant
  have hk : ∀ x, HasDerivAt (fun y => phase (-E) y * (l ⬝ᵥ ψ y)) 0 x := fun x =>
    ((phase_deriv (-E) x).fun_mul (hd x)).congr_deriv (by ring)
  have hc : phase (-E) s * (l ⬝ᵥ ψ s) = l ⬝ᵥ ψ 0 :=
    (is_const_of_deriv_eq_zero (fun x => (hk x).differentiableAt)
      (fun x => (hk x).deriv) s 0).trans (by simp [phase])
  have hp : phase E s * phase (-E) s = 1 := by
    unfold phase
    rw [← Complex.exp_add, ← Complex.exp_zero]
    congr 1
    ring
  rw [← hc, ← mul_assoc, hp, one_mul]

/-- For `U > 0` and a start in (up,down), the amplitudes of (up,down) and (down,up) keep
the sum 1, and their difference is `singletAmplitude`. -/
theorem covalent_amplitudes {t U : ℝ} (hU : 0 < U) {ψ : ℝ → Fin 4 → ℂ}
    (hψ : IsEvolution t U ψ) (h0 : ψ 0 = ![1, 0, 0, 0]) (s : ℝ) :
    ψ s 0 + ψ s 1 = 1 ∧ ψ s 0 - ψ s 1 = singletAmplitude t U s := by
  constructor
  · have hT : dimerH t U *ᵥ ![1, 1, 0, 0] = (0 : ℂ) • ![1, 1, 0, 0] := by
      rw [dimerH_mulVec]
      funext j
      fin_cases j <;> simp
    have h := mode_phase hψ hT s
    simpa [dotProduct, Fin.sum_univ_four, h0, phase] using h
  · have hc0 : (gap t U : ℂ) ≠ 0 := by
      exact_mod_cast (hU.trans_le (le_gap t hU)).ne'
    have hc2 : (gap t U : ℂ) ^ 2 = U ^ 2 + 16 * t ^ 2 := by exact_mod_cast gap_sq t U
    have h3 := mul_inv_cancel₀ hc0
    have dot : ∀ (a b : ℂ) (v : Fin 4 → ℂ),
        ![a, -a, b, b] ⬝ᵥ v = a * (v 0 - v 1) + b * (v 2 + v 3) := by
      intro a b v
      simp [dotProduct, Fin.sum_univ_four]
      ring
    have i0 : ψ 0 0 = 1 := by simp [h0]
    have i1 : ψ 0 1 = 0 := by simp [h0]
    have i2 : ψ 0 2 = 0 := by simp [h0]
    have i3 : ψ 0 3 = 0 := by simp [h0]
    -- the two singlet modes, whose difference eliminates the ionic amplitudes
    have hi := mode_phase hψ (singlet_mode t U (E := (U + gap t U) / 2)
      (by linear_combination hc2 / 4)) s
    have lo := mode_phase hψ (singlet_mode t U (E := (U - gap t U) / 2)
      (by linear_combination hc2 / 4)) s
    rw [dot, dot, i0, i1, i2, i3] at hi lo
    apply mul_left_cancel₀ hc0
    unfold singletAmplitude
    linear_combination hi - lo + (U / 2 * (phase ((U + gap t U) / 2) s
      - phase ((U - gap t U) / 2) s)) * h3

/-- For `U > 0` and a start in (up,down), the probability of (up,down) minus that of
(down,up) is a sum of two cosines with frequencies `(c - U)/2` and `(c + U)/2`. -/
theorem spin_exchange {t U : ℝ} (hU : 0 < U) {ψ : ℝ → Fin 4 → ℂ}
    (hψ : IsEvolution t U ψ) (h0 : ψ 0 = ![1, 0, 0, 0]) (s : ℝ) :
    spinContrast ψ s = (1 + U / gap t U) / 2 * Real.cos ((gap t U - U) * s / 2)
      + (1 - U / gap t U) / 2 * Real.cos ((gap t U + U) * s / 2) := by
  obtain ⟨hs, hd⟩ := covalent_amplitudes hU hψ h0 s
  have hre : (singletAmplitude t U s).re
      = (1 + U / gap t U) / 2 * Real.cos ((gap t U - U) * s / 2)
        + (1 - U / gap t U) / 2 * Real.cos ((gap t U + U) * s / 2) := by
    unfold singletAmplitude phase
    rw [show (1 + (U : ℂ) / gap t U) / 2 = (((1 + U / gap t U) / 2 : ℝ) : ℂ) by simp,
      show (1 - (U : ℂ) / gap t U) / 2 = (((1 - U / gap t U) / 2 : ℝ) : ℂ) by simp,
      show -(Complex.I * (((U : ℂ) - gap t U) / 2)) * s
        = (((gap t U - U) * s / 2 : ℝ) : ℂ) * Complex.I by push_cast; ring,
      show -(Complex.I * (((U : ℂ) + gap t U) / 2)) * s
        = ((-((gap t U + U) * s / 2) : ℝ) : ℂ) * Complex.I by push_cast; ring,
      Complex.add_re, Complex.re_ofReal_mul, Complex.re_ofReal_mul,
      Complex.exp_ofReal_mul_I_re, Complex.exp_ofReal_mul_I_re, Real.cos_neg]
  have h1 : (ψ s 0).re + (ψ s 1).re = 1 := by simpa using congrArg Complex.re hs
  have h2 : (ψ s 0).im + (ψ s 1).im = 0 := by simpa using congrArg Complex.im hs
  have h3 : (ψ s 0).re - (ψ s 1).re = (singletAmplitude t U s).re := by
    rw [← hd, Complex.sub_re]
  rw [← hre, spinContrast, Complex.sq_norm, Complex.sq_norm, Complex.normSq_apply,
    Complex.normSq_apply]
  linear_combination ((ψ s 0).re - (ψ s 1).re) * h1 + ((ψ s 0).im - (ψ s 1).im) * h2 + h3

/-- For `U > 0`, `dimerState` solves the Schrödinger equation and starts in (up,down). -/
theorem spin_exchange_witness (t : ℝ) {U : ℝ} (hU : 0 < U) :
    IsEvolution t U (dimerState t U) ∧ dimerState t U 0 = ![1, 0, 0, 0] := by
  have hc0 : (gap t U : ℂ) ≠ 0 := by
    exact_mod_cast (hU.trans_le (le_gap t hU)).ne'
  have hc2 : (gap t U : ℂ) ^ 2 = U ^ 2 + 16 * t ^ 2 := by exact_mod_cast gap_sq t U
  have h3 := mul_inv_cancel₀ hc0
  have h1 : (1 + (U : ℂ) / gap t U) * (gap t U - U) = 16 * t ^ 2 / gap t U := by
    linear_combination (gap t U : ℂ)⁻¹ * hc2 - (gap t U - U) * h3
  have h2 : (1 - (U : ℂ) / gap t U) * (gap t U + U) = 16 * t ^ 2 / gap t U := by
    linear_combination (gap t U : ℂ)⁻¹ * hc2 - (gap t U + U) * h3
  constructor
  · intro s
    have dp := phase_deriv (((U : ℂ) - gap t U) / 2) s
    have dq := phase_deriv (((U : ℂ) + gap t U) / 2) s
    have df := (dp.const_mul ((1 + (U : ℂ) / gap t U) / 2)).fun_add
      (dq.const_mul ((1 - (U : ℂ) / gap t U) / 2))
    have dg := (dp.fun_sub dq).const_mul ((t : ℂ) / gap t U)
    rw [dimerH_mulVec, hasDerivAt_pi]
    intro i
    fin_cases i
    · refine ((df.const_add 1).div_const 2).congr_deriv ?_
      change _ = -Complex.I * (-(t : ℂ) * (t / gap t U * (phase ((U - gap t U) / 2) s
        - phase ((U + gap t U) / 2) s) + t / gap t U * (phase ((U - gap t U) / 2) s
        - phase ((U + gap t U) / 2) s)))
      linear_combination (Complex.I / 8 * phase ((U - gap t U) / 2) s) * h1
        - (Complex.I / 8 * phase ((U + gap t U) / 2) s) * h2
    · refine ((df.const_sub 1).div_const 2).congr_deriv ?_
      change _ = -Complex.I * ((t : ℂ) * (t / gap t U * (phase ((U - gap t U) / 2) s
        - phase ((U + gap t U) / 2) s) + t / gap t U * (phase ((U - gap t U) / 2) s
        - phase ((U + gap t U) / 2) s)))
      linear_combination (-Complex.I / 8 * phase ((U - gap t U) / 2) s) * h1
        + (Complex.I / 8 * phase ((U + gap t U) / 2) s) * h2
    all_goals
      refine dg.congr_deriv ?_
      change _ = -Complex.I * ((t : ℂ) * ((1 - singletAmplitude t U s) / 2
        - (1 + singletAmplitude t U s) / 2) + U * (t / gap t U *
        (phase ((U - gap t U) / 2) s - phase ((U + gap t U) / 2) s)))
      unfold singletAmplitude
      linear_combination (t * Complex.I / 2 * (phase ((U - gap t U) / 2) s
        + phase ((U + gap t U) / 2) s)) * h3
  · have hf : singletAmplitude t U 0 = 1 := by
      simp only [singletAmplitude, phase, Complex.ofReal_zero, mul_zero, Complex.exp_zero]
      ring
    funext j
    fin_cases j <;> norm_num [dimerState, hf, phase]

/-- For `U > 0` and nonzero hopping, the small frequency `(c - U)/2` is positive and lies
below `4 t^2 / U`. -/
theorem small_frequency {t U : ℝ} (ht : t ≠ 0) (hU : 0 < U) :
    0 < (gap t U - U) / 2 ∧ (gap t U - U) / 2 < 4 * t ^ 2 / U := by
  have ht2 : 0 < t ^ 2 := by positivity
  have h : U < gap t U := (Real.lt_sqrt hU.le).2 (by linarith)
  refine ⟨by linarith, ?_⟩
  rw [lt_div_iff₀ hU]
  nlinarith [mul_pos (sub_pos.2 h) (sub_pos.2 h), gap_sq t U]

/-- For `U > 0` and a start in (up,down), (down,up) can be as probable as (up,down) only
at times whose slow phase `(c - U) s / 2` has a square of at least `2 U / c`. -/
theorem no_early_exchange {t U : ℝ} (hU : 0 < U) {ψ : ℝ → Fin 4 → ℂ}
    (hψ : IsEvolution t U ψ) (h0 : ψ 0 = ![1, 0, 0, 0]) {s : ℝ}
    (hs : spinContrast ψ s ≤ 0) :
    2 * (U / gap t U) ≤ ((gap t U - U) * s / 2) ^ 2 := by
  rw [spin_exchange hU hψ h0] at hs
  have hc := hU.trans_le (le_gap t hU)
  have hr0 : 0 < U / gap t U := div_pos hU hc
  have hr1 : U / gap t U ≤ 1 := (div_le_one hc).2 (le_gap t hU)
  generalize U / gap t U = r at *
  generalize (gap t U - U) * s / 2 = x at *
  -- the slow cosine is bounded by its parabola, the fast one by -1
  have h1 := mul_le_mul_of_nonneg_left (Real.one_sub_sq_div_two_le_cos (x := x))
    (show 0 ≤ (1 + r) / 2 by linarith)
  have h2 := mul_le_mul_of_nonneg_left (Real.neg_one_le_cos ((gap t U + U) * s / 2))
    (show 0 ≤ (1 - r) / 2 by linarith)
  have h3 := mul_nonneg (sub_nonneg.2 hr1) (sq_nonneg x)
  nlinarith [h1, h2, h3]

/-- For `U > 0`, nonzero hopping and a start in (up,down), after half a slow period
(down,up) is more probable than (up,down) by at least `U / c`. -/
theorem exchange_at_half_period {t U : ℝ} (ht : t ≠ 0) (hU : 0 < U)
    {ψ : ℝ → Fin 4 → ℂ} (hψ : IsEvolution t U ψ) (h0 : ψ 0 = ![1, 0, 0, 0]) :
    spinContrast ψ (2 * Real.pi / (gap t U - U)) ≤ -(U / gap t U) := by
  have hne : gap t U - U ≠ 0 := by linarith [(small_frequency ht hU).1] |> ne_of_gt
  have hx : (gap t U - U) * (2 * Real.pi / (gap t U - U)) / 2 = Real.pi := by
    rw [mul_div_cancel₀ _ hne]
    ring
  have hr1 : U / gap t U ≤ 1 :=
    (div_le_one (hU.trans_le (le_gap t hU))).2 (le_gap t hU)
  rw [spin_exchange hU hψ h0, hx, Real.cos_pi]
  have h := mul_le_mul_of_nonneg_left
    (Real.cos_le_one ((gap t U + U) * (2 * Real.pi / (gap t U - U)) / 2))
    (show 0 ≤ (1 - U / gap t U) / 2 by linarith)
  linarith

end

end HubbardDimerExchange
```

```lean
#print axioms HubbardDimerExchange.spin_exchange
-- 'HubbardDimerExchange.spin_exchange' depends on axioms: [propext, Classical.choice, Quot.sound]
#print axioms HubbardDimerExchange.no_early_exchange
-- 'HubbardDimerExchange.no_early_exchange' depends on axioms: [propext, Classical.choice, Quot.sound]
#print axioms HubbardDimerExchange.exchange_at_half_period
-- 'HubbardDimerExchange.exchange_at_half_period' depends on axioms: [propext, Classical.choice, Quot.sound]
```

**What the statements say.** `dimerH t U` is the Hamiltonian as a complex $4\times4$ matrix, with Lean's indices 0 to 3 in the order used above. The matrix is the starting point; it is not derived from creation operators. `IsEvolution t U ψ` says that $\dot\psi=-iH\psi$ at every real time, with $\hbar=1$. The hypothesis `h0` fixes the normalised start in (up,down), `gap t U` is $c$, and `spinContrast ψ s` is the probability difference.

`spin_exchange` gives the two-cosine formula for every such trajectory, for $U>0$ and any real $t$. `spin_exchange_witness` supplies an explicit trajectory, so the formula describes something that exists.

The waiting time is expressed by `small_frequency`, `no_early_exchange` and `exchange_at_half_period`. The first and third assume `t ≠ 0`: without hopping $c=U$, and there is no slow period. The frequency is small compared with $t$ only when $U\gg t$; for weak repulsion it approaches $2|t|$, and the lower bound on the time becomes weak. All this concerns an isolated dimer with two electrons, without a bath or further sites.

**How the Lean proof runs.** `singlet_mode` checks that $(E-U,\,-(E-U),\,-2t,\,-2t)$ satisfies the eigenvalue equation when $E(E-U)=4t^2$. For $t\ne0$ and $E=E_\pm$, its normalised form is this vector divided by $\sqrt{2(E-U)^2+8t^2}$. The weights $(1\pm U/c)/2$ in $D$ are then the squared overlaps of the normalised covalent singlet with the lower and the upper mode.

`mode_phase` proves that the bracket only acquires a phase. It uses the symmetry of $H$ to move the matrix onto the eigenvector, multiplies by the opposite phase, and finds a function with zero derivative. `covalent_amplitudes` applies this to the triplet and to both singlet modes; the `hi - lo` in its last `linear_combination` is the subtraction that removes $Q$. `spin_exchange` then takes real parts. In `no_early_exchange`, `h1` and `h2` are the two cosine bounds, and `nlinarith` combines them.

**What this means for a simulation.** In this isolated two-site model, $\omega$ is also the singlet–triplet splitting, close to the superexchange energy $4t^2/U$ when $U\gg t$. In that regime a real-time run has to cover times of order $U/t^2$ before (down,up) can become as likely as (up,down), although the fast ripple already appears within times of order $1/U$.

**Double occupancy from the same modes.** Eliminating $D$ instead of $Q$ gives $Q=(2t/c)(e^{-iE_-s}-e^{-iE_+s})$. Since $\psi_2=\psi_3$ for this start, the probability of finding both electrons on one site is

$$\frac{8t^2}{c^2}\sin^2\frac{cs}2.$$

This last formula is a pencil calculation and has no theorem in the file. For your parameters it never exceeds about 0.02, so the spins exchange while the sites stay almost always singly occupied.
